# Symmetries of the charge structure factor and of the reciprocal-space energy

## Physical setting

In a periodic simulation a charge that leaves the cell through one face is usually put back through the opposite face, so its stored position jumps by a lattice vector. If the reciprocal-space energy depended on which periodic image is stored, it could jump at such events. If it depended on where the origin of coordinates sits, two descriptions of the same crystal would have different energies. For an energy summed over reciprocal lattice vectors, both failures are excluded by elementary properties of the structure factor

$$S(G) = \sum_j q_j\, e^{i\langle G, r_j\rangle},$$

where the $q_j$ are real point charges at positions $r_j$ and $G$ is a wave vector. The reciprocal-space energy has the form $E = \sum_{G \in s} w(G)\,|S(G)|^2$. In Ewald summation with splitting parameter $\alpha$ and cell volume $\Omega$ (Gaussian units) the kernel is $w(G) = (2\pi/\Omega)\, e^{-|G|^2/4\alpha^2}/|G|^2$ for $G \neq 0$. The Ewald method also contains the splitting of the Coulomb potential, the real-space sum, the self term and the limit of infinitely many $G$; none of these is treated here, where $s$ is finite and $w$ is arbitrary. The results apply to the reciprocal-space part of the Ewald energy in periodic molecular dynamics and of the ion–ion energy in plane-wave electronic structure calculations, in both cases for point charges of constant value, a finite set of wave vectors and $S(G)$ evaluated from the sum above. Particle-mesh methods approximate that sum with the help of a grid, and their energy is in general only approximately unchanged by a rigid shift.

## Statement

Call $G$ and a displacement $L$ commensurate when $\langle G, L\rangle = 2\pi n$ for some integer $n$. The main theorem, `structureFactor_symmetries`, holds for all real charges, all positions and every $G$, and has three parts.

1. For every vector $t$, $|S(G)|$ is unchanged under $r_j \to r_j + t$.
2. If every $L_j$ is commensurate with $G$, then $S(G)$ is unchanged under $r_j \to r_j + L_j$.
3. $S(-G) = \overline{S(G)}$.

The further theorems sharpen the first part (`structureFactor_shift_eq_iff`), give the pair form of $|S(G)|^2$ (`norm_sq_structureFactor`), apply the second part to direct and reciprocal lattices (`structureFactor_periodic_images`), and carry the symmetries over to $E$ (`recipEnergy_invariant`, `recipEnergy_half_space`).

## Derivation

**Rigid shift.** Since $\langle G, r_j + t\rangle = \langle G, r_j\rangle + \langle G, t\rangle$, each exponential factorises, and the common factor leaves the sum:

$$S_{r+t}(G) = \sum_j q_j\, e^{i\langle G, r_j\rangle} e^{i\langle G, t\rangle} = e^{i\langle G, t\rangle} S_r(G).$$

The number $\langle G, t\rangle$ is real, so the factor has modulus one and $|S_{r+t}(G)| = |S_r(G)|$. The complex value is unchanged when $e^{i\langle G,t\rangle} S_r(G) = S_r(G)$. Either $S_r(G) = 0$, or it can be cancelled to leave $e^{i\langle G,t\rangle} = 1$, which means $\langle G,t\rangle \in 2\pi\mathbb{Z}$. Conversely each alternative gives the equality.

**Individual displacements.** With $\langle G, L_j\rangle = 2\pi n_j$, term $j$ becomes $q_j\, e^{i\langle G, r_j\rangle} e^{2\pi i n_j} = q_j\, e^{i\langle G, r_j\rangle}$. Every term is unchanged, hence so is the sum.

**Inversion.** Conjugation fixes a real charge and reverses a real phase:

$$\overline{S(G)} = \sum_j \overline{q_j}\; e^{-i\langle G, r_j\rangle} = \sum_j q_j\, e^{i\langle -G, r_j\rangle} = S(-G).$$

**Pair form.** It follows that $|S(G)|^2 = S(G)\,S(-G) = \sum_{i,j} q_i q_j\, e^{i\langle G, r_i - r_j\rangle}$, where the $i$ in front of the bracket is the imaginary unit. The left side is real, so taking real parts gives

$$|S(G)|^2 = \sum_{i,j} q_i q_j \cos\langle G, r_i - r_j\rangle .$$

**Lattices.** Let $\langle b_k, a_l\rangle = 2\pi\delta_{kl}$, and take $G = \sum_k m_k b_k$ and $L = \sum_l n_l a_l$ with integer coefficients. Bilinearity gives

$$\langle G, L\rangle = \sum_{k,l} m_k n_l\, 2\pi\delta_{kl} = 2\pi \sum_k m_k n_k,$$

an integer multiple of $2\pi$. At a reciprocal lattice vector, $S$ therefore does not depend on the image chosen for each charge. An oblique planar example is $a_1 = (1,0)$, $a_2 = (1,1)$, $b_1 = (2\pi, -2\pi)$, $b_2 = (0, 2\pi)$, with $\langle b_1,a_1\rangle = 2\pi$, $\langle b_1,a_2\rangle = 2\pi - 2\pi = 0$, $\langle b_2,a_1\rangle = 0$ and $\langle b_2,a_2\rangle = 2\pi$.

**Energy.** Under $r_j \to r_j + L_j + t$, with each $L_j$ commensurate with every $G \in s$, the shift $t$ drops out of $|S(G)|$ and the $L_j$ drop out of $S(G)$, so each term of $E$ is unchanged. For the half-space sum let $H$ be finite, contain no $G$ together with $-G$, and let $w(-G) = w(G)$ on $H$. Then $H$ and $-H$ are disjoint and $|S(-G)| = |\overline{S(G)}| = |S(G)|$, so

$$E_{H \cup (-H)} = \sum_{G \in H} w(G)|S(G)|^2 + \sum_{G \in H} w(-G)|S(-G)|^2 = 2E_H .$$

## What the formal version assumes

Positions, displacements and wave vectors all live in one real inner product space `V` of unspecified dimension, and `⟪G, r j⟫_ℝ` is $\langle G, r_j\rangle$. The charges `q : ι → ℝ` and positions `r : ι → V` are indexed by a finite set, so there are finitely many point charges and their reality is part of the type. Neutrality is not assumed. The definition `structureFactor` fixes the plus sign in the exponent and carries no normalisation by volume or particle number. Wave vectors include the factor $2\pi$, as `IsCommensurate` and `IsDualPair` show. The double bars around `structureFactor q r G` denote the complex modulus, and `conj` is complex conjugation.

`IsDualPair a b` is a hypothesis on two families over a finite index set `κ`. The reciprocal vectors are not constructed from the direct ones, and the families need not span `V`, so the lattice may have a lower rank than the dimension of `V`. `isDualPair_witness` gives one planar case that satisfies the condition. In `recipEnergy` the kernel `w : V → ℝ` is any real function and `s : Finset V` any finite set; prefactors belong to `w`, and leaving out $G = 0$ is a choice of `s`. In `recipEnergy_invariant` the set `s` is the same before and after the move, and `hL` is assumed directly; for lattice vectors it can be supplied by `isCommensurate_latticeVector`, but no separate theorem states that combination for the energy. In `recipEnergy_half_space`, $-H$ is `H.image (fun G => -G)`, and `hw` asks for evenness only on `H`.

Three hand examples, which have no counterpart in the Lean file, show what fails without the hypotheses. A single coefficient $q = i$ at the origin has $S(G) = S(-G) = i$ while $\overline{S(G)} = -i$, so part 3 needs real charges. Charges $1$ and $-1$ at two distinct points whose separation is perpendicular to $G$ have $S(G) = 0$, and moving one of them by $L$ with $\langle G, L\rangle = \pi$ gives $|S(G)| = 2$, so without commensurability even the modulus can change. For $H = \{0\}$, which `hH` forbids, $H \cup (-H) = H$ and the energy is $w(0)\,(\sum_j q_j)^2$ once, not twice.

## The Lean file

```lean
import Mathlib

open scoped InnerProductSpace ComplexConjugate

namespace EwaldStructureFactor

noncomputable section

variable {V : Type*} [NormedAddCommGroup V] [InnerProductSpace ℝ V]
variable {ι : Type*} [Fintype ι] {κ : Type*} [Fintype κ] [DecidableEq κ]

/-- Structure factor `S(G) = ∑ q_j exp(i ⟪G, r_j⟫)` of real point charges `q_j` at
positions `r_j`. -/
def structureFactor (q : ι → ℝ) (r : ι → V) (G : V) : ℂ :=
  ∑ j, (q j : ℂ) * Complex.exp (Complex.I * ((⟪G, r j⟫_ℝ : ℝ) : ℂ))

/-- The wave vector `G` and the displacement `L` are commensurate when `⟪G, L⟫` is an
integer multiple of `2π`. -/
def IsCommensurate (G L : V) : Prop :=
  ∃ n : ℤ, ⟪G, L⟫_ℝ = 2 * Real.pi * (n : ℝ)

/-- The integer combination `∑ n_k a_k` of the generating vectors `a_k`. -/
def latticeVector (a : κ → V) (n : κ → ℤ) : V :=
  ∑ k, (n k : ℝ) • a k

/-- Direct vectors `a` and reciprocal vectors `b` satisfy `⟪b_k, a_l⟫ = 2π δ_kl`. -/
def IsDualPair (a b : κ → V) : Prop :=
  ∀ k l, ⟪b k, a l⟫_ℝ = if k = l then 2 * Real.pi else 0

/-- Reciprocal-space energy `∑ w(G) |S(G)|²` over a finite set `s` of wave vectors with
kernel `w`. -/
def recipEnergy (w : V → ℝ) (s : Finset V) (q : ι → ℝ) (r : ι → V) : ℝ :=
  ∑ G ∈ s, w G * ‖structureFactor q r G‖ ^ 2

/-- A rigid shift `t` of all positions multiplies `S(G)` by `exp(i ⟪G, t⟫)`. -/
theorem structureFactor_shift (q : ι → ℝ) (r : ι → V) (G t : V) :
    structureFactor q (fun j => r j + t) G
      = Complex.exp (Complex.I * ((⟪G, t⟫_ℝ : ℝ) : ℂ)) * structureFactor q r G := by
  simp only [structureFactor, Finset.mul_sum]
  refine Finset.sum_congr rfl fun j _ => ?_
  rw [inner_add_right, Complex.ofReal_add, mul_add, Complex.exp_add]
  ring

/-- A rigid shift `t` leaves `S(G)` itself unchanged exactly when `S(G) = 0` or
`⟪G, t⟫` is a multiple of `2π`. -/
theorem structureFactor_shift_eq_iff (q : ι → ℝ) (r : ι → V) (G t : V) :
    structureFactor q (fun j => r j + t) G = structureFactor q r G
      ↔ structureFactor q r G = 0 ∨ IsCommensurate G t := by
  rw [structureFactor_shift]
  constructor
  · intro h
    by_cases h0 : structureFactor q r G = 0
    · exact Or.inl h0
    · right
      -- cancel the nonzero structure factor: the phase factor must be one
      have h1 : Complex.exp (Complex.I * ((⟪G, t⟫_ℝ : ℝ) : ℂ)) = 1 :=
        mul_right_cancel₀ h0 (h.trans (one_mul _).symm)
      obtain ⟨n, hn⟩ := Complex.exp_eq_one_iff.mp h1
      refine ⟨n, ?_⟩
      have h2 : ((⟪G, t⟫_ℝ : ℝ) : ℂ) = ((2 * Real.pi * (n : ℝ) : ℝ) : ℂ) := by
        apply mul_left_cancel₀ Complex.I_ne_zero
        rw [hn]
        push_cast
        ring
      exact Complex.ofReal_injective h2
  · rintro (h | ⟨n, hn⟩)
    · rw [h, mul_zero]
    · have h1 : Complex.exp (Complex.I * ((⟪G, t⟫_ℝ : ℝ) : ℂ)) = 1 :=
        Complex.exp_eq_one_iff.mpr ⟨n, by rw [hn]; push_cast; ring⟩
      rw [h1, one_mul]

/-- `S(G)` is unchanged when each charge moves by its own displacement `L_j` with
`⟪G, L_j⟫` a multiple of `2π`. -/
theorem structureFactor_lattice (q : ι → ℝ) (r L : ι → V) (G : V)
    (hL : ∀ j, IsCommensurate G (L j)) :
    structureFactor q (fun j => r j + L j) G = structureFactor q r G := by
  simp only [structureFactor]
  refine Finset.sum_congr rfl fun j _ => ?_
  obtain ⟨n, hn⟩ := hL j
  -- the extra phase is exp(2π i n) = 1
  have h1 : Complex.exp (Complex.I * ((⟪G, L j⟫_ℝ : ℝ) : ℂ)) = 1 :=
    Complex.exp_eq_one_iff.mpr ⟨n, by rw [hn]; push_cast; ring⟩
  rw [inner_add_right, Complex.ofReal_add, mul_add, Complex.exp_add, h1, mul_one]

/-- For real charges `S(-G)` is the complex conjugate of `S(G)`. -/
theorem structureFactor_neg (q : ι → ℝ) (r : ι → V) (G : V) :
    structureFactor q r (-G) = conj (structureFactor q r G) := by
  simp only [structureFactor, map_sum, map_mul, Complex.conj_ofReal]
  refine Finset.sum_congr rfl fun j _ => ?_
  rw [← Complex.exp_conj, map_mul, Complex.conj_I, Complex.conj_ofReal, inner_neg_left,
    Complex.ofReal_neg, mul_neg, neg_mul]

/-- Symmetries of the structure factor: `|S(G)|` is unchanged by a rigid shift, `S(G)` is
unchanged by individual displacements commensurate with `G`, and `S(-G)` is the conjugate
of `S(G)`. -/
theorem structureFactor_symmetries (q : ι → ℝ) (r : ι → V) (G : V) :
    (∀ t : V, ‖structureFactor q (fun j => r j + t) G‖ = ‖structureFactor q r G‖) ∧
    (∀ L : ι → V, (∀ j, IsCommensurate G (L j)) →
      structureFactor q (fun j => r j + L j) G = structureFactor q r G) ∧
    structureFactor q r (-G) = conj (structureFactor q r G) := by
  refine ⟨fun t => ?_, fun L hL => structureFactor_lattice q r L G hL,
    structureFactor_neg q r G⟩
  -- the shift contributes a factor of modulus one
  rw [structureFactor_shift, norm_mul, mul_comm Complex.I, Complex.norm_exp_ofReal_mul_I,
    one_mul]

/-- Pair form of the squared modulus: `|S(G)|² = ∑∑ q_i q_j cos ⟪G, r_i - r_j⟫`. -/
theorem norm_sq_structureFactor (q : ι → ℝ) (r : ι → V) (G : V) :
    ‖structureFactor q r G‖ ^ 2
      = ∑ i, ∑ j, q i * q j * Real.cos (⟪G, r i - r j⟫_ℝ) := by
  -- |S(G)|² = S(G) S(-G)
  have h : ((‖structureFactor q r G‖ ^ 2 : ℝ) : ℂ)
      = structureFactor q r G * structureFactor q r (-G) := by
    rw [structureFactor_neg, Complex.mul_conj, Complex.normSq_eq_norm_sq]
  have h2 := congrArg Complex.re h
  rw [Complex.ofReal_re] at h2
  rw [h2]
  simp only [structureFactor, Finset.sum_mul_sum, Complex.re_sum]
  refine Finset.sum_congr rfl fun i _ => Finset.sum_congr rfl fun j _ => ?_
  have e : ((⟪G, r i - r j⟫_ℝ : ℝ) : ℂ) * Complex.I
      = Complex.I * ((⟪G, r i⟫_ℝ : ℝ) : ℂ) + Complex.I * ((⟪-G, r j⟫_ℝ : ℝ) : ℂ) := by
    rw [inner_sub_right, inner_neg_left]
    push_cast
    ring
  have hterm : (q i : ℂ) * Complex.exp (Complex.I * ((⟪G, r i⟫_ℝ : ℝ) : ℂ))
        * ((q j : ℂ) * Complex.exp (Complex.I * ((⟪-G, r j⟫_ℝ : ℝ) : ℂ)))
      = ((q i * q j : ℝ) : ℂ)
        * Complex.exp (((⟪G, r i - r j⟫_ℝ : ℝ) : ℂ) * Complex.I) := by
    rw [e, Complex.exp_add]
    push_cast
    ring
  rw [hterm, Complex.re_ofReal_mul, Complex.exp_ofReal_mul_I_re]

/-- For a dual pair, every reciprocal lattice vector is commensurate with every direct
lattice vector. -/
theorem isCommensurate_latticeVector {a b : κ → V} (hab : IsDualPair a b) (m n : κ → ℤ) :
    IsCommensurate (latticeVector b m) (latticeVector a n) := by
  unfold IsDualPair at hab
  refine ⟨∑ k, m k * n k, ?_⟩
  unfold latticeVector
  rw [sum_inner]
  push_cast
  rw [Finset.mul_sum]
  refine Finset.sum_congr rfl fun k _ => ?_
  rw [real_inner_smul_left, inner_sum]
  -- only the diagonal term survives
  simp only [real_inner_smul_right, hab, mul_ite, mul_zero, Finset.sum_ite_eq,
    Finset.mem_univ, if_true]
  ring

/-- The oblique planar vectors `(1,0)`, `(1,1)` and the vectors `(2π,-2π)`, `(0,2π)` form
a dual pair. -/
theorem isDualPair_witness :
    IsDualPair (V := EuclideanSpace ℝ (Fin 2))
      ![!₂[(1 : ℝ), 0], !₂[(1 : ℝ), 1]]
      ![!₂[2 * Real.pi, -(2 * Real.pi)], !₂[0, 2 * Real.pi]] := by
  intro k l
  fin_cases k <;> fin_cases l <;>
    simp [PiLp.inner_apply, Fin.sum_univ_two]

/-- At a reciprocal lattice vector, `S(G)` is unchanged when each charge moves by its own
direct lattice vector. -/
theorem structureFactor_periodic_images {a b : κ → V} (hab : IsDualPair a b)
    (q : ι → ℝ) (r : ι → V) (m : κ → ℤ) (n : ι → κ → ℤ) :
    structureFactor q (fun j => r j + latticeVector a (n j)) (latticeVector b m)
      = structureFactor q r (latticeVector b m) :=
  structureFactor_lattice q r (fun j => latticeVector a (n j)) (latticeVector b m)
    (fun j => isCommensurate_latticeVector hab m (n j))

/-- The reciprocal-space energy is unchanged when each charge moves by a displacement
commensurate with all wave vectors of the sum and all charges are then shifted rigidly. -/
theorem recipEnergy_invariant (w : V → ℝ) (s : Finset V) (q : ι → ℝ) (r L : ι → V) (t : V)
    (hL : ∀ G ∈ s, ∀ j, IsCommensurate G (L j)) :
    recipEnergy w s q (fun j => r j + L j + t) = recipEnergy w s q r := by
  unfold recipEnergy
  refine Finset.sum_congr rfl fun G hG => ?_
  have h1 : ‖structureFactor q (fun j => r j + L j + t) G‖
      = ‖structureFactor q (fun j => r j + L j) G‖ :=
    (structureFactor_symmetries q (fun j => r j + L j) G).1 t
  rw [h1, structureFactor_lattice q r L G (hL G hG)]

/-- If `H` never contains both `G` and `-G` and the kernel takes equal values at `G` and
`-G` for `G` in `H`, the energy summed over `H ∪ (-H)` is twice the energy summed over `H`. -/
theorem recipEnergy_half_space [DecidableEq V] (w : V → ℝ) (H : Finset V)
    (q : ι → ℝ) (r : ι → V) (hH : ∀ G ∈ H, -G ∉ H) (hw : ∀ G ∈ H, w (-G) = w G) :
    recipEnergy w (H ∪ H.image (fun G => -G)) q r = 2 * recipEnergy w H q r := by
  have hd : Disjoint H (H.image (fun G => -G)) := by
    refine Finset.disjoint_left.mpr fun G hG hG' => ?_
    obtain ⟨x, hx, rfl⟩ := Finset.mem_image.mp hG'
    exact hH x hx hG
  have hinj : Set.InjOn (fun G : V => -G) (H : Set V) :=
    fun x _ y _ h => neg_injective h
  -- G and -G contribute equally since w(-G) = w(G) and |S(-G)| = |S(G)|
  have hterm : ∀ G ∈ H, w (-G) * ‖structureFactor q r (-G)‖ ^ 2
      = w G * ‖structureFactor q r G‖ ^ 2 := by
    intro G hG
    rw [hw G hG, structureFactor_neg, Complex.norm_conj]
  have himg : ∑ G ∈ H.image (fun G => -G), w G * ‖structureFactor q r G‖ ^ 2
      = ∑ G ∈ H, w G * ‖structureFactor q r G‖ ^ 2 := by
    rw [Finset.sum_image hinj]
    exact Finset.sum_congr rfl hterm
  unfold recipEnergy
  rw [Finset.sum_union hd, himg, two_mul]

end

end EwaldStructureFactor
```

```lean
#print axioms EwaldStructureFactor.structureFactor_symmetries
#print axioms EwaldStructureFactor.structureFactor_periodic_images
#print axioms EwaldStructureFactor.recipEnergy_invariant
#print axioms EwaldStructureFactor.recipEnergy_half_space
```

```
'EwaldStructureFactor.structureFactor_symmetries' depends on axioms: [propext, Classical.choice, Quot.sound]
'EwaldStructureFactor.structureFactor_periodic_images' depends on axioms: [propext, Classical.choice, Quot.sound]
'EwaldStructureFactor.recipEnergy_invariant' depends on axioms: [propext, Classical.choice, Quot.sound]
'EwaldStructureFactor.recipEnergy_half_space' depends on axioms: [propext, Classical.choice, Quot.sound]
```

## Notes on the proof

`structureFactor_shift` distributes the phase over the sum with `Finset.mul_sum` and compares term by term; `inner_add_right` splits the inner product and `Complex.exp_add` factorises the exponential, as in the first displayed step of the derivation. `structureFactor_shift_eq_iff` starts from that formula. In the forward direction it splits on `h0`, cancels a nonzero $S$ with `mul_right_cancel₀`, and obtains an integer from `Complex.exp_eq_one_iff`. Cancelling $i$ with `mul_left_cancel₀` and passing to real numbers with `Complex.ofReal_injective` yields $\langle G,t\rangle = 2\pi n$. The reverse direction handles the two alternatives separately.

`structureFactor_lattice` extracts $n_j$ from `hL j`, proves in `h1` that the extra phase equals one, and removes it from term $j$. `structureFactor_neg` pushes the conjugation through the sum and the products, uses `Complex.conj_ofReal` for the real charge and the real phase, `Complex.conj_I` for the sign of $i$, and `inner_neg_left` to pull the sign out of $\langle -G, r_j\rangle$ so that the two exponents match. `structureFactor_symmetries` takes parts 2 and 3 from these two theorems. Part 1 is proved in place: `norm_mul` splits the modulus and `Complex.norm_exp_ofReal_mul_I` gives $|e^{i\theta}| = 1$ for real $\theta$.

In `norm_sq_structureFactor`, `h` states $|S(G)|^2 = S(G)S(-G)$ as complex numbers and `h2` is its real part. `Finset.sum_mul_sum` expands the product into the double sum, `hterm` merges the two exponentials into one with phase $\langle G, r_i - r_j\rangle$, and `Complex.exp_ofReal_mul_I_re` turns its real part into the cosine.

`isCommensurate_latticeVector` proposes the integer `∑ k, m k * n k`, expands both arguments with `sum_inner` and `inner_sum`, and collapses the Kronecker delta with `Finset.sum_ite_eq`. `isDualPair_witness` checks the four inner products by cases. `structureFactor_periodic_images` is `structureFactor_lattice` with the lattice commensurability inserted.

`recipEnergy_invariant` works on each $G \in s$: part 1, applied to the positions $r_j + L_j$, removes $t$, and `structureFactor_lattice` then removes the $L_j$. In `recipEnergy_half_space`, `hd` derives disjointness from `hH`, `hinj` makes negation injective so that `Finset.sum_image` rewrites the sum over $-H$ as a sum over $H$, and `hterm` equates the contributions of $G$ and $-G$ through `hw` and `Complex.norm_conj`. `Finset.sum_union` splits the energy into the two equal halves.
